# For constant density at a point nucleus, the point-dipole diamagnetic energy diverges as log(1/ε) in ZORA and as 1/ε non-relativistically

In atomic units, take nuclear charge $Z=1$, speed of light $c=1$ and a sphere of radius 1 around the nucleus. The value $c=1$ is chosen for easy numbers and is far below the physical speed of light. In the zeroth-order regular approximation (ZORA) to the Dirac equation, the kinetic factor is then $K(r)=1/(2+1/r)=r/(2r+1)$, where the non-relativistic theory has $K=1/2$. A point magnetic dipole on the nucleus has a vector potential that grows as $1/r^2$. The diamagnetic energy is the integral of $K$ times the square of this potential times the density. With a constant density and the volume factor $r^2$, the radial integrand is $K(r)/r^2$ up to a constant factor. Cut off at an inner radius $\varepsilon$, the two integrals are

$$\int_\varepsilon^1\frac{dr}{r(2r+1)}=\ln\frac1\varepsilon+\ln\frac{1+2\varepsilon}{3},\qquad \int_\varepsilon^1\frac{dr}{2r^2}=\frac12\Big(\frac1\varepsilon-1\Big).$$

The ZORA factor vanishes linearly at the nucleus and removes one power of $1/r$. One power remains, and it gives a logarithm.

| $\varepsilon$ | ZORA integral | ZORA integral divided by $\ln(1/\varepsilon)$ | non-relativistic integral |
|---|---|---|---|
| $10^{-2}$ | $4.605-1.079=3.526$ | 0.766 | 49.5 |
| $10^{-4}$ | $9.210-1.098=8.112$ | 0.881 | 4999.5 |

The ratio in the third column tends to $c^2/Z=1$, but slowly, because the constant $\ln(1/3)$ is suppressed only by a logarithm.

## The kinetic factors and the energy

```lean
import Mathlib

open Real Filter Topology

namespace ZoraPointDipole

noncomputable section

/-- The ZORA kinetic factor `c² / (2c² - V)` for the Coulomb potential `V = -Z/r`,
meant for `r > 0` and `Z > 0`. -/
def zoraK (Z c r : ℝ) : ℝ := c ^ 2 / (2 * c ^ 2 + Z / r)
```

This is $K(r)=c^2/(2c^2-V(r))$ with the Coulomb potential $V=-Z/r$ of a point nucleus. All quantities are real numbers (`ℝ`). Writing `zoraK Z c` without the last argument gives the function $r\mapsto K(r)$.

```lean
/-- The non-relativistic kinetic factor `1/2`. -/
def nonrelK (_r : ℝ) : ℝ := 1 / 2
```

The non-relativistic factor is the constant $1/2$. The underscore in `_r` marks an argument that is not used.

```lean
/-- Azimuthal component of the vector potential of a point dipole `m` at distance `r > 0` and polar
angle `θ` from the dipole axis. -/
def dipoleA (m r θ : ℝ) : ℝ := m * sin θ / r ^ 2
```

The vector potential of a dipole $m$ along the polar axis points in the azimuthal direction, with component $A=m\sin\theta/r^2$.

```lean
/-- Diamagnetic energy, the integral of `K A² ρ` over the shell from the inner radius `ε > 0` to the
outer radius `R ≥ ε`, for a constant density `ρ`; constant factors of charge and light speed are
absorbed in `m`. -/
def diamagneticEnergy (K : ℝ → ℝ) (m ρ ε R : ℝ) : ℝ :=
  ∫ r in ε..R, ∫ θ in (0 : ℝ)..π,
    K r * dipoleA m r θ ^ 2 * ρ * (2 * π * r ^ 2 * sin θ)
```

In words, the energy is

$$E(\varepsilon)=\int_\varepsilon^R\!\int_0^\pi K(r)\,A(r,\theta)^2\,\rho\;2\pi r^2\sin\theta\,d\theta\,dr .$$

This is the term quadratic in $A$ that arises when $\mathbf p$ is replaced by $\mathbf p+\mathbf A$ in $\mathbf p K\mathbf p$. The factor $2\pi$ comes from the azimuthal angle, and constant factors of charge and light speed are absorbed in $m$. The kinetic factor `K` is an argument, so one definition serves both theories.

The density $\rho$ is constant by assumption. The density of an exact ZORA s orbital at a point nucleus is itself weakly singular, which would strengthen the divergence. Extended nuclei, the contribution of the electrons to the potential $V$ and the response of the orbitals to the dipole are also left out of the model.

## From two integrals to one

```lean
/-- Integration over the angles reduces the diamagnetic energy to the radial integral
of `K(r)/r²`. -/
theorem diamagneticEnergy_eq_radial (K : ℝ → ℝ) (m ρ ε R : ℝ) :
    diamagneticEnergy K m ρ ε R = 8 * π / 3 * m ^ 2 * ρ * ∫ r in ε..R, K r / r ^ 2 := by
  -- the angular integral of sin³ is 4/3
  have hd : ∀ θ : ℝ, HasDerivAt (fun t => cos t ^ 3 / 3 - cos t) (sin θ ^ 3) θ := by
    intro θ
    refine ((((hasDerivAt_cos θ).fun_pow 3).div_const 3).fun_sub
      (hasDerivAt_cos θ)).congr_deriv ?_
    simp only [Nat.cast_ofNat, Nat.reduceSub]
    linear_combination (-sin θ) * cos_sq' θ
  have hs : ∫ θ in (0 : ℝ)..π, sin θ ^ 3 = 4 / 3 := by
    rw [intervalIntegral.integral_eq_sub_of_hasDerivAt (fun θ _ => hd θ)
      ((continuous_sin.pow 3).intervalIntegrable _ _), cos_pi, cos_zero]
    norm_num
  have hin : ∀ r : ℝ, ∫ θ in (0 : ℝ)..π,
      K r * dipoleA m r θ ^ 2 * ρ * (2 * π * r ^ 2 * sin θ)
        = 8 * π / 3 * m ^ 2 * ρ * (K r / r ^ 2) := by
    intro r
    have hr : (1 / r ^ 2) ^ 2 * r ^ 2 = 1 / r ^ 2 := by
      rcases eq_or_ne r 0 with h | h
      · simp [h]
      · field_simp
    have hf : (fun θ => K r * dipoleA m r θ ^ 2 * ρ * (2 * π * r ^ 2 * sin θ))
        = fun θ => (2 * π * K r * m ^ 2 * ρ * (1 / r ^ 2)) * sin θ ^ 3 := by
      funext θ
      unfold dipoleA
      linear_combination (2 * π * K r * ρ * m ^ 2 * sin θ ^ 3) * hr
    rw [hf, intervalIntegral.integral_const_mul, hs]
    ring
  unfold diamagneticEnergy
  simp_rw [hin]
  rw [intervalIntegral.integral_const_mul]
```

The theorem says $E(\varepsilon)=\frac{8\pi}{3}m^2\rho\int_\varepsilon^R K(r)/r^2\,dr$ for any function $K$. By hand, the integrand is

$$K\,\frac{m^2\sin^2\theta}{r^4}\,\rho\,2\pi r^2\sin\theta=2\pi m^2\rho\,\frac{K}{r^2}\,\sin^3\theta .$$

Since $\frac{d}{d\theta}\big(\tfrac13\cos^3\theta-\cos\theta\big)=\sin\theta\,(1-\cos^2\theta)=\sin^3\theta$, the angular integral is

$$\int_0^\pi\sin^3\theta\,d\theta=\Big(-\tfrac13+1\Big)-\Big(\tfrac13-1\Big)=\tfrac43 ,$$

and $2\pi\cdot\frac43=\frac{8\pi}{3}$.

In the proof, `hd` is the derivative and `hs` is the value $4/3$. The step `hin` does the inner integral at fixed $r$, and the last line takes the constant out of the radial integral. No condition on $r$ is needed, because Lean sets division by zero to zero and the two sides then agree at $r=0$ as well.

## The ZORA radial integral

```lean
/-- For `Z > 0` and `r > 0` the ZORA factor removes one power of `1/r` from the singular
radial integrand. -/
theorem zoraK_div_sq {Z r : ℝ} (c : ℝ) (hZ : 0 < Z) (hr : 0 < r) :
    zoraK Z c r / r ^ 2 = c ^ 2 / (r * (2 * c ^ 2 * r + Z)) := by
  have hd : 2 * c ^ 2 * r + Z ≠ 0 := by positivity
  have h : 2 * c ^ 2 + Z / r = (2 * c ^ 2 * r + Z) / r := by field_simp
  rw [zoraK, h]
  field_simp
```

Names in braces, such as `{Z r : ℝ}`, are inferred by Lean. The entries `hZ` and `hr` are the hypotheses $Z>0$ and $r>0$. Multiplying numerator and denominator of $K$ by $r$ gives $K=c^2r/(2c^2r+Z)$, hence

$$\frac{K(r)}{r^2}=\frac{c^2}{r\,(2c^2r+Z)} .$$

The tactic `field_simp` clears the denominators, and `positivity` shows that $2c^2r+Z$ is not zero.

```lean
/-- Closed form of the ZORA radial integral between two positive radii, for `Z > 0`. -/
theorem zora_radial {Z ε R : ℝ} (c : ℝ) (hZ : 0 < Z) (hε : 0 < ε) (hR : 0 < R) :
    ∫ r in ε..R, zoraK Z c r / r ^ 2 = c ^ 2 / Z *
      (Real.log R - Real.log (2 * c ^ 2 * R + Z)
        - (Real.log ε - Real.log (2 * c ^ 2 * ε + Z))) := by
  have hpos : ∀ r ∈ Set.uIcc ε R, 0 < r := fun r hr => lt_of_lt_of_le (lt_min hε hR) hr.1
  have hden : ∀ r ∈ Set.uIcc ε R, 0 < 2 * c ^ 2 * r + Z := fun r hr => by
    have := hpos r hr
    positivity
  have hcont : ContinuousOn (fun r => c ^ 2 / (r * (2 * c ^ 2 * r + Z))) (Set.uIcc ε R) :=
    ContinuousOn.div (by fun_prop) (by fun_prop)
      (fun r hr => (mul_pos (hpos r hr) (hden r hr)).ne')
  -- partial fractions give the antiderivative
  have hd : ∀ r ∈ Set.uIcc ε R, HasDerivAt
      (fun t => c ^ 2 / Z * (Real.log t - Real.log (2 * c ^ 2 * t + Z)))
      (c ^ 2 / (r * (2 * c ^ 2 * r + Z))) r := by
    intro r hr
    have h0 := (hpos r hr).ne'
    have h1 := (hden r hr).ne'
    have hlin : HasDerivAt (fun t : ℝ => 2 * c ^ 2 * t + Z) (2 * c ^ 2) r := by
      simpa using ((hasDerivAt_id r).const_mul (2 * c ^ 2)).add_const Z
    refine (((Real.hasDerivAt_log h0).fun_sub (hlin.log h1)).const_mul
      (c ^ 2 / Z)).congr_deriv ?_
    have e : r⁻¹ - 2 * c ^ 2 / (2 * c ^ 2 * r + Z) = Z / (r * (2 * c ^ 2 * r + Z)) := by
      rw [inv_eq_one_div, div_sub_div _ _ h0 h1]
      congr 1
      ring
    rw [e, div_mul_div_comm, mul_comm (c ^ 2) Z, mul_div_mul_left _ _ hZ.ne']
  rw [intervalIntegral.integral_congr (fun r hr => zoraK_div_sq c hZ (hpos r hr)),
    intervalIntegral.integral_eq_sub_of_hasDerivAt hd hcont.intervalIntegrable]
  ring
```

Partial fractions give

$$\frac1r-\frac{2c^2}{2c^2r+Z}=\frac{Z}{r(2c^2r+Z)},$$

so $\frac{c^2}{Z}\big[\ln r-\ln(2c^2r+Z)\big]$ is an antiderivative of the integrand. Its difference between $R$ and $\varepsilon$ is the stated closed form.

The set `Set.uIcc ε R` is the closed interval between $\varepsilon$ and $R$ in either order. On it, `hpos` and `hden` show that both factors of the denominator are positive, `hcont` gives continuity, and `hd` verifies the antiderivative, with the partial fractions in `e`. The fundamental theorem of calculus, `intervalIntegral.integral_eq_sub_of_hasDerivAt`, then evaluates the integral.

## What remains after the logarithm is subtracted

```lean
/-- For `Z > 0` and `R > 0`, the ZORA radial integral minus `(c²/Z) log(1/ε)` has a finite
limit as the inner cutoff `ε` tends to zero from above. -/
theorem zora_finite_part {Z R : ℝ} (c : ℝ) (hZ : 0 < Z) (hR : 0 < R) :
    Tendsto (fun ε => (∫ r in ε..R, zoraK Z c r / r ^ 2) - c ^ 2 / Z * Real.log (1 / ε))
      (𝓝[>] 0) (𝓝 (c ^ 2 / Z * Real.log (Z * R / (2 * c ^ 2 * R + Z)))) := by
  have hlog : ContinuousAt (fun ε : ℝ => Real.log (2 * c ^ 2 * ε + Z)) 0 :=
    ContinuousAt.log (by fun_prop) (by simpa using hZ.ne')
  have hg : ContinuousAt (fun ε : ℝ => c ^ 2 / Z *
      ((Real.log R - Real.log (2 * c ^ 2 * R + Z)) + Real.log (2 * c ^ 2 * ε + Z))) 0 :=
    continuousAt_const.mul (continuousAt_const.add hlog)
  have hv : c ^ 2 / Z * Real.log (Z * R / (2 * c ^ 2 * R + Z)) = c ^ 2 / Z *
      ((Real.log R - Real.log (2 * c ^ 2 * R + Z)) + Real.log (2 * c ^ 2 * 0 + Z)) := by
    have hd : 2 * c ^ 2 * R + Z ≠ 0 := by positivity
    rw [Real.log_div (mul_pos hZ hR).ne' hd, Real.log_mul hZ.ne' hR.ne', mul_zero, zero_add]
    ring
  rw [hv]
  refine (hg.tendsto.mono_left nhdsWithin_le_nhds).congr' ?_
  filter_upwards [self_mem_nhdsWithin] with ε hε
  rw [zora_radial c hZ hε hR, one_div, Real.log_inv]
  ring
```

`Tendsto f (𝓝[>] 0) (𝓝 a)` means that $f(\varepsilon)\to a$ as $\varepsilon\to0$ from above. Since $-\ln\varepsilon=\ln(1/\varepsilon)$, the closed form gives

$$\int_\varepsilon^R\frac{K}{r^2}\,dr-\frac{c^2}{Z}\ln\frac1\varepsilon=\frac{c^2}{Z}\Big[\ln R-\ln(2c^2R+Z)+\ln(2c^2\varepsilon+Z)\Big].$$

The right side is continuous at $\varepsilon=0$, where its value is $\frac{c^2}{Z}\ln\frac{ZR}{2c^2R+Z}$. For $Z=c=R=1$ this is the $\ln(1/3)$ of the opening example.

The step `hg` is the continuity, and `hv` rewrites the limit as a single logarithm. The line with `filter_upwards` restricts attention to $\varepsilon>0$, where the closed form applies.

```lean
/-- The logarithm of the inverse cutoff grows without bound as the cutoff tends to zero
from above. -/
theorem log_cutoff_atTop : Tendsto (fun ε : ℝ => Real.log (1 / ε)) (𝓝[>] 0) atTop := by
  simp only [one_div]
  exact Real.tendsto_log_atTop.comp tendsto_inv_nhdsGT_zero
```

Here `atTop` stands for $+\infty$. As $\varepsilon\to0^+$, $1/\varepsilon\to\infty$, and the logarithm follows. The proof composes these two limits.

```lean
/-- For `Z > 0` and `R > 0`, as `ε` tends to zero from above, the ZORA radial integral divided
by `log(1/ε)` tends to `c²/Z`, and `ε` times the non-relativistic one tends to `1/2`. -/
theorem radial_limits {Z R : ℝ} (c : ℝ) (hZ : 0 < Z) (hR : 0 < R) :
    Tendsto (fun ε => (∫ r in ε..R, zoraK Z c r / r ^ 2) / Real.log (1 / ε))
      (𝓝[>] 0) (𝓝 (c ^ 2 / Z)) ∧
    Tendsto (fun ε => ε * ∫ r in ε..R, nonrelK r / r ^ 2) (𝓝[>] 0) (𝓝 (1 / 2)) := by
  constructor
  · -- the finite part is negligible against the logarithm
    have h := ((zora_finite_part c hZ hR).div_atTop log_cutoff_atTop).add_const (c ^ 2 / Z)
    rw [zero_add] at h
    refine h.congr' ?_
    filter_upwards [log_cutoff_atTop.eventually_gt_atTop 0] with ε hL
    rw [sub_div, mul_div_cancel_right₀ _ hL.ne']
    ring
  · have hg : ContinuousAt (fun ε : ℝ => 1 / 2 - ε * (R⁻¹ / 2)) 0 := by fun_prop
    have h := hg.tendsto.mono_left (nhdsWithin_le_nhds (s := Set.Ioi 0))
    simp only [zero_mul, sub_zero] at h
    refine h.congr' ?_
    filter_upwards [self_mem_nhdsWithin] with ε hε
    have hε' : 0 < ε := hε
    have hne : ∀ r ∈ Set.uIcc ε R, r ≠ 0 := fun r hr =>
      (lt_of_lt_of_le (lt_min hε' hR) hr.1).ne'
    have hd : ∀ r ∈ Set.uIcc ε R,
        HasDerivAt (fun t : ℝ => (-1 / 2) * t⁻¹) (nonrelK r / r ^ 2) r := fun r hr =>
      ((hasDerivAt_inv (hne r hr)).const_mul (-1 / 2)).congr_deriv (by unfold nonrelK; ring)
    have hc : ContinuousOn (fun r => nonrelK r / r ^ 2) (Set.uIcc ε R) :=
      ContinuousOn.div continuousOn_const (by fun_prop) (fun r hr => pow_ne_zero 2 (hne r hr))
    rw [intervalIntegral.integral_eq_sub_of_hasDerivAt hd hc.intervalIntegrable]
    linear_combination (-1 / 2) * mul_inv_cancel₀ hε'.ne'
```

The symbol `∧` joins two statements. For the first, write $I$ for the ZORA integral, $L=\ln(1/\varepsilon)$ and $a=c^2/Z$. Then

$$\frac IL=\frac{I-aL}{L}+a\;\longrightarrow\;0+a,$$

because $I-aL$ has a finite limit and $L\to\infty$. This is the step `div_atTop`, followed by adding the constant. For the second,

$$\varepsilon\int_\varepsilon^R\frac{dr}{2r^2}=\frac\varepsilon2\Big(\frac1\varepsilon-\frac1R\Big)=\frac12-\frac{\varepsilon}{2R}\;\longrightarrow\;\frac12 ,$$

with the antiderivative $-1/(2r)$ verified in `hd`. Neither limit depends on the outer radius $R$.

## The two laws for the energy

```lean
/-- For constant density, `Z > 0` and `R > 0`, as the cutoff `ε` tends to zero from above, the ZORA
point-dipole diamagnetic energy divided by `log(1/ε)` tends to `(8π/3) m² ρ c²/Z`, and `ε` times the
non-relativistic one tends to `(4π/3) m² ρ`. -/
theorem diamagnetic_limits {Z R : ℝ} (c m ρ : ℝ) (hZ : 0 < Z) (hR : 0 < R) :
    Tendsto (fun ε => diamagneticEnergy (zoraK Z c) m ρ ε R / Real.log (1 / ε))
      (𝓝[>] 0) (𝓝 (8 * π / 3 * m ^ 2 * ρ * (c ^ 2 / Z))) ∧
    Tendsto (fun ε => ε * diamagneticEnergy nonrelK m ρ ε R)
      (𝓝[>] 0) (𝓝 (4 * π / 3 * m ^ 2 * ρ)) := by
  obtain ⟨h1, h2⟩ := radial_limits c hZ hR
  constructor
  · refine (h1.const_mul (8 * π / 3 * m ^ 2 * ρ)).congr fun ε => ?_
    rw [diamagneticEnergy_eq_radial]
    ring
  · have hv : 4 * π / 3 * m ^ 2 * ρ = 8 * π / 3 * m ^ 2 * ρ * (1 / 2) := by ring
    rw [hv]
    refine (h2.const_mul (8 * π / 3 * m ^ 2 * ρ)).congr fun ε => ?_
    rw [diamagneticEnergy_eq_radial]
    ring
```

Multiplying both radial limits by $\frac{8\pi}{3}m^2\rho$ gives

$$\frac{E_{\rm ZORA}(\varepsilon)}{\ln(1/\varepsilon)}\to\frac{8\pi}{3}m^2\rho\,\frac{c^2}{Z},\qquad \varepsilon\,E_{\rm nr}(\varepsilon)\to\frac{4\pi}{3}m^2\rho .$$

The proof does the same: `const_mul` multiplies a limit by a constant, and `diamagneticEnergy_eq_radial` turns the radial integral back into the energy. For magnetic properties in electronic-structure theory this means that, with a constant density and a point nucleus, ZORA softens the singularity of the term quadratic in one nuclear dipole without removing it.

```lean
/-- For `Z > 0`, `R > 0`, `c ≠ 0`, a nonzero dipole and a positive constant density, the ZORA
diamagnetic energy tends to infinity as the cutoff tends to zero from above. -/
theorem zora_diamagnetic_diverges {Z R c m ρ : ℝ} (hZ : 0 < Z) (hR : 0 < R) (hc : c ≠ 0)
    (hm : m ≠ 0) (hρ : 0 < ρ) :
    Tendsto (fun ε => diamagneticEnergy (zoraK Z c) m ρ ε R) (𝓝[>] 0) atTop := by
  have ha : 0 < c ^ 2 / Z := by positivity
  have hC : 0 < 8 * π / 3 * m ^ 2 * ρ := by positivity
  have h := ((zora_finite_part c hZ hR).add_atTop
    (log_cutoff_atTop.const_mul_atTop ha)).const_mul_atTop hC
  refine h.congr fun ε => ?_
  rw [diamagneticEnergy_eq_radial, sub_add_cancel]

end

end ZoraPointDipole
```

The limits above also hold when the coefficient is zero, and then they say nothing about divergence. This theorem assumes $c\neq0$, $m\neq0$ and $\rho>0$, and concludes $E_{\rm ZORA}(\varepsilon)\to+\infty$. By hand,

$$E_{\rm ZORA}=\frac{8\pi}{3}m^2\rho\,\big[(I-aL)+aL\big].$$

The first term in the bracket has a finite limit, the second grows without bound because $a>0$ (`ha`), and the prefactor is positive (`hC`). The step `add_atTop` adds the finite limit to the infinite one.

```lean
#print axioms ZoraPointDipole.diamagnetic_limits
#print axioms ZoraPointDipole.zora_diamagnetic_diverges
```

```
'ZoraPointDipole.diamagnetic_limits' depends on axioms: [propext, Classical.choice, Quot.sound]
'ZoraPointDipole.zora_diamagnetic_diverges' depends on axioms: [propext, Classical.choice, Quot.sound]
```

## Moving the innermost grid point

In a calculation with Gaussian basis functions the density is finite and smooth at the nucleus, so very close to it a constant $\rho$ is the leading approximation. If the energy is integrated on a radial grid, the innermost point plays roughly the part of $\varepsilon$. Extending the integration from $\varepsilon$ down to $\varepsilon/10$ adds to the radial integral

$$\frac{c^2}{Z}\Big[\ln10+\ln\frac{2c^2\varepsilon/10+Z}{2c^2\varepsilon+Z}\Big]\ \text{(ZORA)},\qquad \frac{9}{2\varepsilon}\ \text{(non-relativistic)}.$$

The radius $Z/(2c^2)$ separates two regimes. While $\varepsilon/10$ is still far outside it, $K$ is close to $1/2$ and the two increments nearly agree. Once $\varepsilon$ is far inside it, each further factor of ten adds nearly the same amount, $(c^2/Z)\ln10$, in ZORA, while the non-relativistic increment grows tenfold each time. The ZORA value therefore drifts steadily as the grid is refined towards the nucleus and does not settle.
